# Inverting 1 + UDT for fermions with the large scales split off

For invertible real matrices $U$, $T$ and a diagonal matrix $D$ of arbitrary real scales, the inverse of $1+UDT$, when it exists, can be written through a core matrix $M$ whose entries are bounded independently of those scales. It exists exactly when $M$ is invertible.

In determinant quantum Monte Carlo, this inverse is the equal-time Green's function $G_{ij}=\langle c_i c_j^\dagger\rangle$ of fermions that are non-interacting in one fixed auxiliary field. The propagator over the full imaginary-time interval, whose length is the inverse temperature, mixes very large and very small scales when the temperature is low, so it is stored as a product $UDT$. That $UDT$ equals this propagator is the physical input; the theorems start from the three factors.

## Scales and the core matrix

Let $D=\mathrm{diag}(d_i)$, where $i$ runs over a finite set of orbitals, the type `n`. Define

$$B=\mathrm{diag}(\max(1,|d_i|)),\quad S=B^{-1}D,\quad M=B^{-1}U^{-1}T^{-1}+S.$$

In Lean these are `largeScale d`, `smallScale d` and `core U T d`, and $D$ is `diagonal d`. Here $B$ is not a time-slice propagator, $U$ is not the Hubbard repulsion and $T$ is not a temperature. The $d_i$ may be zero or negative, and $U$ need not be orthogonal.

```lean
import Mathlib

open Matrix

namespace StabilisedGreenFunction

noncomputable section

variable {n : Type*} [Fintype n] [DecidableEq n]

/-- The diagonal matrix `B` of large scales, with entries `max(1, |d_i|)`. -/
def largeScale (d : n → ℝ) : Matrix n n ℝ :=
  diagonal (fun i => max 1 |d i|)

/-- The diagonal matrix `S = B⁻¹ D` of small scales, where `D = diag(d_i)`. -/
def smallScale (d : n → ℝ) : Matrix n n ℝ :=
  (largeScale d)⁻¹ * diagonal d

/-- The core matrix `M = B⁻¹ U⁻¹ T⁻¹ + S`, for invertible `U` and `T`. -/
def core (U T : Matrix n n ℝ) (d : n → ℝ) : Matrix n n ℝ :=
  (largeScale d)⁻¹ * U⁻¹ * T⁻¹ + smallScale d
```

## Problems

**(a) Positive scales.** Show that $\max(1,|d_i|)>0$.

The maximum is at least $1$.

```lean
omit [Fintype n] [DecidableEq n] in
/-- Every large scale `max(1, |d_i|)` is positive. -/
lemma scale_pos (d : n → ℝ) (i : n) : 0 < max 1 |d i| :=
  lt_of_lt_of_le one_pos (le_max_left _ _)
```

**(b) The inverse of B.** Show that $B$ is invertible, with
$$B^{-1}=\mathrm{diag}\bigl(1/\max(1,|d_i|)\bigr).$$

Multiplying the two diagonal matrices gives $1$ in each diagonal place. The determinant of $B$ is a product of positive numbers, hence nonzero; Lean states this as `IsUnit` of the determinant.

```lean
/-- The matrix of large scales is invertible, and its inverse is the diagonal matrix
with entries `1 / max(1, |d_i|)`. -/
theorem largeScale_inverse (d : n → ℝ) :
    IsUnit (largeScale d).det ∧
      (largeScale d)⁻¹ = diagonal (fun i => (max 1 |d i|)⁻¹) := by
  have h : largeScale d * diagonal (fun i => (max 1 |d i|)⁻¹) = 1 := by
    rw [largeScale, diagonal_mul_diagonal, ← diagonal_one]
    congr 1
    funext i
    exact mul_inv_cancel₀ (scale_pos d i).ne'
  refine ⟨?_, inv_eq_right_inv h⟩
  rw [largeScale, det_diagonal]
  exact (Finset.prod_pos fun i _ => scale_pos d i).ne'.isUnit
```

**(c) The entries of S.** Show that $S=\mathrm{diag}\bigl(d_i/\max(1,|d_i|)\bigr)$.

Insert (b) into $S=B^{-1}D$ and multiply the diagonals.

```lean
/-- The matrix `S` is diagonal with entries `d_i / max(1, |d_i|)`. -/
lemma smallScale_eq (d : n → ℝ) :
    smallScale d = diagonal (fun i => (max 1 |d i|)⁻¹ * d i) := by
  rw [smallScale, (largeScale_inverse d).2, diagonal_mul_diagonal]
```

**(d) Bounded entries.** Show that $|(B^{-1})_{ij}|\le1$ and $|S_{ij}|\le1$.

Off the diagonal both entries vanish. On it, $1\le\max(1,|d_i|)$ gives the first bound and $|d_i|\le\max(1,|d_i|)$ the second. The Lean proof splits on `i = j` in the same way.

```lean
/-- All entries of `B⁻¹` and of `S` lie between `-1` and `1`. -/
theorem entries_le_one (d : n → ℝ) (i j : n) :
    |(largeScale d)⁻¹ i j| ≤ 1 ∧ |smallScale d i j| ≤ 1 := by
  rw [(largeScale_inverse d).2, smallScale_eq]
  by_cases hij : i = j
  · subst hij
    simp only [diagonal_apply_eq]
    have hp := inv_pos.mpr (scale_pos d i)
    constructor
    · rw [abs_of_pos hp]
      exact inv_le_one_of_one_le₀ (le_max_left _ _)
    · rw [abs_mul, abs_of_pos hp, ← div_eq_inv_mul, div_le_one (scale_pos d i)]
      exact le_max_right _ _
  · simp [diagonal_apply_ne _ hij]
```

**(e) One entry is always of size one.** Show that $\max\bigl((B^{-1})_{ii},|S_{ii}|\bigr)=1$.

If $|d_i|\le1$, the entries are $1$ and $|d_i|$. If $|d_i|\ge1$, they are $1/|d_i|$ and $1$.

```lean
/-- For each `i`, the larger of the diagonal entries `(B⁻¹)_ii` and `|S_ii|` is exactly one. -/
theorem scales_saturate (d : n → ℝ) (i : n) :
    max ((largeScale d)⁻¹ i i) |smallScale d i i| = 1 := by
  rw [(largeScale_inverse d).2, smallScale_eq]
  simp only [diagonal_apply_eq]
  rcases le_total |d i| 1 with h | h
  · rw [max_eq_left h, inv_one, one_mul, max_eq_left h]
  · have h0 : |d i| ≠ 0 := (lt_of_lt_of_le one_pos h).ne'
    rw [max_eq_right h, abs_mul, abs_inv, abs_abs, inv_mul_cancel₀ h0]
    exact max_eq_right (inv_le_one_of_one_le₀ h)
```

**(f) A bound on M.** Show that $|M_{ij}|\le|(U^{-1}T^{-1})_{ij}|+1$.

Since $B^{-1}$ is diagonal, $M_{ij}=(B^{-1})_{ii}(U^{-1}T^{-1})_{ij}+S_{ij}$. Apply the triangle inequality and (d). This bounds the entries of $M$, not its condition number, and rounding errors are not modelled.

```lean
/-- Each entry of `M` is at most the matching entry of `U⁻¹ T⁻¹` plus one in absolute value,
whatever the scales `d_i`. -/
theorem core_entry_bound (U T : Matrix n n ℝ) (d : n → ℝ) (i j : n) :
    |core U T d i j| ≤ |(U⁻¹ * T⁻¹) i j| + 1 := by
  have hB := (entries_le_one d i i).1
  have hS := (entries_le_one d i j).2
  rw [(largeScale_inverse d).2, diagonal_apply_eq] at hB
  rw [core, mul_assoc, Matrix.add_apply, (largeScale_inverse d).2, diagonal_mul]
  refine (abs_add_le _ _).trans (add_le_add ?_ hS)
  rw [abs_mul]
  exact mul_le_of_le_one_left (abs_nonneg _) hB
```

**(g) Factorisation.** Show that $1+UDT=UBMT$.

Expand the right-hand side:
$$UBMT=UBB^{-1}U^{-1}T^{-1}T+UBB^{-1}DT=1+UDT.$$
The `calc` block does the same. Note the order in $M$: $U^{-1}T^{-1}$ is $(TU)^{-1}$, in general not $(UT)^{-1}$.

```lean
/-- For invertible `U` and `T`, the large scales factor out: `1 + U D T = U B M T`. -/
theorem factorisation {U T : Matrix n n ℝ} (hU : IsUnit U) (hT : IsUnit T) (d : n → ℝ) :
    1 + U * diagonal d * T = U * largeScale d * core U T d * T := by
  have hU' := mul_nonsing_inv U ((isUnit_iff_isUnit_det U).mp hU)
  have hT' := nonsing_inv_mul T ((isUnit_iff_isUnit_det T).mp hT)
  have hB := mul_nonsing_inv (largeScale d) (largeScale_inverse d).1
  symm
  calc U * largeScale d * core U T d * T
      = U * (largeScale d * (largeScale d)⁻¹) * U⁻¹ * (T⁻¹ * T)
        + U * (largeScale d * (largeScale d)⁻¹) * diagonal d * T := by
        simp only [core, smallScale, mul_add, add_mul, mul_assoc]
    _ = 1 + U * diagonal d * T := by
        rw [hB, hT']
        simp only [mul_one, hU']
```

**(h) The Green's function.** Show that $1+UDT$ is invertible if and only if $M$ is, and that then
$$G=(1+UDT)^{-1}=T^{-1}M^{-1}B^{-1}U^{-1}.$$

A product of square matrices is invertible exactly when every factor is. In (g), $U$, $B$ and $T$ are invertible, which leaves $M$. If $M$ is invertible too, then
$$T^{-1}M^{-1}B^{-1}U^{-1}\,UBMT=1,$$
cancelling from the inside outwards; this is `key`. For square matrices a left inverse is also a right inverse, so Lean states both products.

The equivalence can fail if $U$ is singular. Take $1\times1$ matrices $U=0$, $T=1$, $D=0$. Lean sets the inverse of a singular matrix to zero, so $M=0$, while $1+UDT=1$ is invertible.

```lean
/-- For invertible `U` and `T`, the matrix `1 + U D T` is invertible exactly when `M` is,
and then `T⁻¹ M⁻¹ B⁻¹ U⁻¹` is its inverse on both sides. -/
theorem stabilised_green {U T : Matrix n n ℝ} (hU : IsUnit U) (hT : IsUnit T) (d : n → ℝ) :
    (IsUnit (1 + U * diagonal d * T) ↔ IsUnit (core U T d)) ∧
    (IsUnit (core U T d) →
      T⁻¹ * (core U T d)⁻¹ * (largeScale d)⁻¹ * U⁻¹ * (1 + U * diagonal d * T) = 1 ∧
      (1 + U * diagonal d * T) * (T⁻¹ * (core U T d)⁻¹ * (largeScale d)⁻¹ * U⁻¹) = 1) := by
  have hUd := (isUnit_iff_isUnit_det U).mp hU
  have hTd := (isUnit_iff_isUnit_det T).mp hT
  have hBd := (largeScale_inverse d).1
  rw [factorisation hU hT d]
  constructor
  · -- a product of square matrices is invertible iff every factor is
    simp only [isUnit_iff_isUnit_det, IsUnit.mul_iff]
    tauto
  · intro hM
    have hMd := (isUnit_iff_isUnit_det _).mp hM
    -- the factors cancel in turn, from the inside outwards
    have key : T⁻¹ * (core U T d)⁻¹ * (largeScale d)⁻¹ * U⁻¹ *
        (U * largeScale d * core U T d * T) = 1 := by
      calc _ = T⁻¹ * ((core U T d)⁻¹ * ((largeScale d)⁻¹ * (U⁻¹ * U) * largeScale d)
              * core U T d) * T := by simp only [mul_assoc]
        _ = 1 := by
          rw [nonsing_inv_mul U hUd, mul_one, nonsing_inv_mul _ hBd, mul_one,
            nonsing_inv_mul _ hMd, mul_one, nonsing_inv_mul T hTd]
    exact ⟨key, mul_eq_one_comm.mp key⟩
```

**(i) The complement.** For invertible $M$, show that $1-G=T^{-1}M^{-1}ST$.

Write $1=G(1+UDT)$. Then
$$1-G=G\,UDT=T^{-1}M^{-1}B^{-1}DT=T^{-1}M^{-1}ST.$$
The entries are $(1-G)_{ij}=\langle c_j^\dagger c_i\rangle$, so small occupations need not be found by subtracting $G$ from $1$.

```lean
/-- For invertible `U`, `T` and `M`, the Green's function `G = (1 + U D T)⁻¹` satisfies
`1 - G = T⁻¹ M⁻¹ S T`. -/
theorem one_sub_green {U T : Matrix n n ℝ} (hU : IsUnit U) (hT : IsUnit T) (d : n → ℝ)
    (hM : IsUnit (core U T d)) :
    1 - (1 + U * diagonal d * T)⁻¹ = T⁻¹ * (core U T d)⁻¹ * smallScale d * T := by
  have hG := ((stabilised_green hU hT d).2 hM).1
  have hU' := nonsing_inv_mul U ((isUnit_iff_isUnit_det U).mp hU)
  rw [inv_eq_left_inv hG]
  -- replace the identity by G (1 + U D T), so that G itself drops out
  calc 1 - T⁻¹ * (core U T d)⁻¹ * (largeScale d)⁻¹ * U⁻¹
      = T⁻¹ * (core U T d)⁻¹ * (largeScale d)⁻¹ * U⁻¹ * (1 + U * diagonal d * T)
        - T⁻¹ * (core U T d)⁻¹ * (largeScale d)⁻¹ * U⁻¹ := by rw [hG]
    _ = T⁻¹ * (core U T d)⁻¹ * (largeScale d)⁻¹ * (U⁻¹ * U) * diagonal d * T := by
        rw [mul_add, mul_one, add_sub_cancel_left]
        simp only [mul_assoc]
    _ = T⁻¹ * (core U T d)⁻¹ * smallScale d * T := by
        rw [hU', mul_one]
        simp only [smallScale, mul_assoc]
```

**(j) The fermion determinant.** Show that
$$\det(1+UDT)=\det U\,\Bigl(\prod_i\max(1,|d_i|)\Bigr)\det M\,\det T.$$

Take determinants in (g); $\det B$ is the product of its diagonal entries. Here $M$ may be singular, and both sides are then zero.

```lean
/-- For invertible `U` and `T`, the fermion determinant `det(1 + U D T)` is the product of
`det U`, all the large scales `max(1, |d_i|)`, `det M` and `det T`. -/
theorem fermion_determinant {U T : Matrix n n ℝ} (hU : IsUnit U) (hT : IsUnit T)
    (d : n → ℝ) :
    (1 + U * diagonal d * T).det =
      U.det * (∏ i, max 1 |d i|) * (core U T d).det * T.det := by
  rw [factorisation hU hT d, det_mul, det_mul, det_mul, largeScale, det_diagonal]

end

end StabilisedGreenFunction
```

```lean
#print axioms StabilisedGreenFunction.largeScale_inverse
#print axioms StabilisedGreenFunction.core_entry_bound
#print axioms StabilisedGreenFunction.one_sub_green
#print axioms StabilisedGreenFunction.fermion_determinant
```

```
'StabilisedGreenFunction.largeScale_inverse' depends on axioms: [propext, Classical.choice, Quot.sound]
'StabilisedGreenFunction.core_entry_bound' depends on axioms: [propext, Classical.choice, Quot.sound]
'StabilisedGreenFunction.one_sub_green' depends on axioms: [propext, Classical.choice, Quot.sound]
'StabilisedGreenFunction.fermion_determinant' depends on axioms: [propext, Classical.choice, Quot.sound]
```
